# In DFT+U+V with V = U on all pairs of sites, the energy correction vanishes for an idempotent density matrix

Take a dimer with one orbital per site and one electron, in a given spin channel, in the bonding orbital. The bonding orbital is fully occupied, yet each site orbital is only half occupied. The onsite DFT+U correction in its simplified rotationally invariant form, \(\frac U2\sum_I \mathrm{tr}(n_{II}-n_{II}^2)\), sees the two halves and adds \(U/4\), so it seems to charge the molecule for having a covalent bond. The intersite term of DFT+U+V has the opposite sign, and if I set \(V=U\) in the dimer it removes the \(U/4\) completely. Is that an accident of two orbitals and two sites? With many sites, several orbitals on each and different values of \(U\), how much of the onsite penalty is really a penalty on bonding, and which \(V\) would undo it?

## The onsite penalty is a sum over bonds

It is not an accident. If the density matrix is idempotent on the full set of orbitals that you divide among the sites, the whole onsite penalty comes from the blocks of this matrix that connect different sites, called bonds here, and \(V=U\) on all pairs removes it.

Let \(n\) be the one-particle density matrix of one spin channel in a finite orthonormal set of orbitals, with every orbital assigned to one site. Write \(n_{IJ}\) for the block with rows on site \(I\) and columns on site \(J\). For a single determinant whose occupied orbitals each have a definite spin and lie in the span of this set, \(n^2=n\). The \((I,I)\) block of this equation is a sum over all intermediate sites:

\[
n_{II}=(n^2)_{II}=\sum_J n_{IJ}n_{JI}=n_{II}^2+\sum_{J\neq I}n_{IJ}n_{JI}.
\]

Move \(n_{II}^2\) to the left and take the trace:

\[
\mathrm{tr}(n_{II}-n_{II}^2)=\sum_{J\neq I}\mathrm{tr}(n_{IJ}n_{JI}).
\]

A site's block fails to be idempotent only through its links to other sites. Multiplying by \(U_I/2\) and summing over \(I\) gives

\[
E_U=\sum_I\frac{U_I}{2}\,\mathrm{tr}(n_{II}-n_{II}^2)=\sum_{I\neq J}\frac{U_I}{2}\,\mathrm{tr}(n_{IJ}n_{JI}),
\]

where the last sum runs over ordered pairs. The intersite correction is \(E_V=-\sum_{I\neq J}\frac{V_{IJ}}{2}\mathrm{tr}(n_{IJ}n_{JI})\), so

\[
E_U+E_V=\sum_{I\neq J}\frac{U_I-V_{IJ}}{2}\,\mathrm{tr}(n_{IJ}n_{JI}).
\]

For \(V_{IJ}=U_I=U\) every coefficient is zero. For site-dependent \(U_I\), use \(\mathrm{tr}(n_{IJ}n_{JI})=\mathrm{tr}(n_{JI}n_{IJ})\) to add the terms \((I,J)\) and \((J,I)\). Together they contribute

\[
\frac{U_I+U_J-V_{IJ}-V_{JI}}{2}\,\mathrm{tr}(n_{IJ}n_{JI}),
\]

which vanishes if \(V_{IJ}+V_{JI}=U_I+U_J\). With symmetric \(V\), this means that \(V_{IJ}\) is the average of the two onsite values.

So far only \(n^2=n\) was used. Hermiticity, \(n_{ji}=n_{ij}^*\), justifies the word "penalty", because then

\[
\mathrm{tr}(n_{IJ}n_{JI})=\sum_{i\in I}\sum_{j\in J}n_{ij}n_{ji}=\sum_{i\in I}\sum_{j\in J}|n_{ij}|^2\ge 0.
\]

If all \(U_I>0\), then \(E_U\) is a sum of non-negative terms, and it is zero exactly when no element of \(n\) connects different sites. Idempotency alone does not give this criterion: \(\begin{pmatrix}1&1\\0&0\end{pmatrix}\) is idempotent and has \(n_{12}n_{21}=0\), although \(n_{12}\neq0\).

In your dimer all four entries of \(n\) are \(1/2\), so \(\mathrm{tr}(n_{12}n_{21})=1/4\). The two ordered pairs give

\[
E_U+E_V=2\cdot\frac{U-V}{2}\cdot\frac14=\frac{U-V}{4}.
\]

For this state the corrections cancel only if \(V=U\). One electron in the antibonding orbital, with \(n_{12}=n_{21}=-1/2\), gives the same value, so the penalty does not distinguish bonding from antibonding.

## Sites, blocks and energies in Lean

The type `ι` is the set of orbitals and `σ` the set of sites (not spin). The map `s : ι → σ` places each orbital on its site. `block s n I J` is the rectangular block \(n_{IJ}\), so sites may carry different numbers of orbitals. `bond` is \(\mathrm{tr}(n_{IJ}n_{JI})\), and `bondWeight` is the sum of \(|n_{ij}|^2\) between two sites.

`onsitePenalty` and `intersiteTerm` are \(E_U\) and \(E_V\). The set `Finset.univ.erase I` contains all sites except `I`, so each bond is counted in both orders, and the diagonal values \(V_{II}\) are never used. The parameters are real, but the energies have type `ℂ` because \(n\) need not be Hermitian.

The hypothesis `hn : n * n = n` uses the ordinary matrix product, which is the right form of idempotency for a density matrix in orthonormal orbitals. The main statements are these:

- `onsitePenalty_eq_bonds` writes the onsite penalty as a sum over bonds.
- `intersite_cancels_onsite` gives the cancellation under the condition on \(V_{IJ}+V_{JI}\), and `uniform_cancellation` is the case \(V=U\).
- `onsitePenalty_eq_zero_iff` says when the penalty is zero, for Hermitian idempotent \(n\) and positive \(U_I\).
- `bondingDimer_total` gives the value \((U-V)/4\) for the dimer.

Idempotency is assumed, and in practice it is the restrictive hypothesis. Occupation matrices projected onto a few localised shells are generally not idempotent, since the occupied states also have weight on orbitals left out of the projection. Fractionally occupied Kohn–Sham orbitals, as with smearing, and correlated states break it too. The constants \(U_I\) and \(V_{IJ}\) stand for effective onsite and intersite interaction strengths and are free parameters here. Setting \(V=U\) on all pairs means an interaction that does not weaken with distance, so it is a limiting case and not a realistic choice. The statements concern the value of the energy correction, not the potential derived from it.

For DFT+U+V calculations, the formula for \(E_U+E_V\) shows how much of the onsite cost of each bond a given \(V_{IJ}\) compensates, as long as the occupation matrix is finite and idempotent.

```lean
import Mathlib

open Matrix

namespace IntersiteBondPenalty

noncomputable section

variable {ι σ : Type*} [Fintype ι] [Fintype σ] [DecidableEq σ]

/-- The block `n_IJ` of a matrix `n`: rows are the orbitals on site `I`, columns those on
site `J`, where `s` assigns each orbital to its site. -/
def block (s : ι → σ) (n : Matrix ι ι ℂ) (I J : σ) :
    Matrix {i // s i = I} {j // s j = J} ℂ :=
  n.submatrix (fun i => i.1) (fun j => j.1)

/-- The bond term `tr(n_IJ n_JI)` between sites `I` and `J`. -/
def bond (s : ι → σ) (n : Matrix ι ι ℂ) (I J : σ) : ℂ :=
  (block s n I J * block s n J I).trace

/-- The sum of `|n_ij|²` over orbitals `i` on site `I` and `j` on site `J`. -/
def bondWeight (s : ι → σ) (n : Matrix ι ι ℂ) (I J : σ) : ℝ :=
  ∑ i : {i // s i = I}, ∑ j : {j // s j = J}, ‖n i.1 j.1‖ ^ 2

/-- The onsite correction `∑_I (U_I/2) tr(n_II - n_II²)`. -/
def onsitePenalty (s : ι → σ) (U : σ → ℝ) (n : Matrix ι ι ℂ) : ℂ :=
  ∑ I, (U I : ℂ) / 2 * (block s n I I - block s n I I * block s n I I).trace

/-- The intersite correction `-∑_{I≠J} (V_IJ/2) tr(n_IJ n_JI)`, over ordered pairs of sites. -/
def intersiteTerm (s : ι → σ) (V : σ → σ → ℝ) (n : Matrix ι ι ℂ) : ℂ :=
  -∑ I, ∑ J ∈ Finset.univ.erase I, (V I J : ℂ) / 2 * bond s n I J

/-- Blocks multiply through all intermediate sites: `(nm)_IK = ∑_J n_IJ m_JK`. -/
theorem block_mul (s : ι → σ) (n m : Matrix ι ι ℂ) (I K : σ) :
    block s (n * m) I K = ∑ J, block s n I J * block s m J K := by
  ext i k
  simp only [block, Matrix.submatrix_apply, Matrix.mul_apply, Matrix.sum_apply]
  exact (Fintype.sum_fiberwise s (fun j => n i.1 j * m j k.1)).symm

/-- For an idempotent `n`, the deviation of one site's block from idempotency has trace equal to
the sum of the bond terms from that site to all others. -/
theorem site_penalty_eq_bonds (s : ι → σ) {n : Matrix ι ι ℂ} (hn : n * n = n) (I : σ) :
    (block s n I I - block s n I I * block s n I I).trace
      = ∑ J ∈ Finset.univ.erase I, bond s n I J := by
  have h := block_mul s n n I I
  -- separate the onsite contribution from the paths through other sites
  rw [hn, ← Finset.add_sum_erase _ _ (Finset.mem_univ I)] at h
  have h' : block s n I I - block s n I I * block s n I I
      = ∑ J ∈ Finset.univ.erase I, block s n I J * block s n J I := by
    rw [sub_eq_iff_eq_add']
    exact h
  rw [h', Matrix.trace_sum]
  rfl

/-- For an idempotent `n`, the onsite correction is a sum of bond terms over ordered pairs of
distinct sites, each weighted by `U_I/2`. -/
theorem onsitePenalty_eq_bonds (s : ι → σ) (U : σ → ℝ) {n : Matrix ι ι ℂ} (hn : n * n = n) :
    onsitePenalty s U n
      = ∑ I, ∑ J ∈ Finset.univ.erase I, (U I : ℂ) / 2 * bond s n I J := by
  unfold onsitePenalty
  refine Finset.sum_congr rfl fun I _ => ?_
  rw [site_penalty_eq_bonds s hn I, Finset.mul_sum]

/-- For an idempotent `n`, the onsite and intersite corrections together weight each bond term
by `(U_I - V_IJ)/2`. -/
theorem total_eq_bonds (s : ι → σ) (U : σ → ℝ) (V : σ → σ → ℝ) {n : Matrix ι ι ℂ}
    (hn : n * n = n) :
    onsitePenalty s U n + intersiteTerm s V n
      = ∑ I, ∑ J ∈ Finset.univ.erase I, ((U I : ℂ) - V I J) / 2 * bond s n I J := by
  rw [onsitePenalty_eq_bonds s U hn, intersiteTerm, ← sub_eq_add_neg, ← Finset.sum_sub_distrib]
  refine Finset.sum_congr rfl fun I _ => ?_
  rw [← Finset.sum_sub_distrib]
  refine Finset.sum_congr rfl fun J _ => ?_
  ring

/-- A sum over ordered pairs of distinct sites vanishes if the two orderings of each pair
cancel. -/
theorem pair_sum_eq_zero (f : σ → σ → ℂ) (h : ∀ I J, I ≠ J → f I J + f J I = 0) :
    ∑ I, ∑ J ∈ Finset.univ.erase I, f I J = 0 := by
  have hswap : ∑ I, ∑ J ∈ Finset.univ.erase I, f I J
      = ∑ I, ∑ J ∈ Finset.univ.erase I, f J I := by
    apply Finset.sum_comm'
    intro x y
    simp only [Finset.mem_univ, Finset.mem_erase, true_and, and_true]
    exact ne_comm
  have hsum : ∑ I, ∑ J ∈ Finset.univ.erase I, f I J
      + ∑ I, ∑ J ∈ Finset.univ.erase I, f J I = 0 := by
    rw [← Finset.sum_add_distrib]
    refine Finset.sum_eq_zero fun I _ => ?_
    rw [← Finset.sum_add_distrib]
    exact Finset.sum_eq_zero fun J hJ => h I J (Finset.ne_of_mem_erase hJ).symm
  linear_combination (1 / 2 : ℂ) * hsum + (1 / 2 : ℂ) * hswap

/-- For an idempotent `n`, the intersite correction exactly cancels the onsite one whenever
`V_IJ + V_JI = U_I + U_J` for all pairs of distinct sites. -/
theorem intersite_cancels_onsite (s : ι → σ) (U : σ → ℝ) (V : σ → σ → ℝ)
    {n : Matrix ι ι ℂ} (hn : n * n = n)
    (hV : ∀ I J, I ≠ J → V I J + V J I = U I + U J) :
    onsitePenalty s U n + intersiteTerm s V n = 0 := by
  rw [total_eq_bonds s U V hn]
  apply pair_sum_eq_zero
  intro I J hIJ
  have hc : (V I J : ℂ) + V J I = U I + U J := by exact_mod_cast hV I J hIJ
  -- the bond term is symmetric by cyclicity of the trace
  have hb : bond s n J I = bond s n I J := Matrix.trace_mul_comm _ _
  linear_combination (-(bond s n I J) / 2) * hc + (((U J : ℂ) - V J I) / 2) * hb

/-- With one value `U` on all sites and `V = U` on all pairs, the two corrections cancel for
every idempotent `n`. -/
theorem uniform_cancellation (s : ι → σ) (U : ℝ) {n : Matrix ι ι ℂ} (hn : n * n = n) :
    onsitePenalty s (fun _ => U) n + intersiteTerm s (fun _ _ => U) n = 0 :=
  intersite_cancels_onsite s _ _ hn fun _ _ _ => rfl

omit [Fintype σ] in
/-- For a Hermitian `n`, the bond term between two sites is the sum of the squared moduli of the
matrix elements connecting them. -/
theorem bond_eq_weight (s : ι → σ) {n : Matrix ι ι ℂ} (hH : n.IsHermitian) (I J : σ) :
    bond s n I J = (bondWeight s n I J : ℂ) := by
  simp only [bond, bondWeight, block, Matrix.trace, Matrix.diag_apply, Matrix.mul_apply,
    Matrix.submatrix_apply, Complex.ofReal_sum]
  refine Finset.sum_congr rfl fun i _ => Finset.sum_congr rfl fun j _ => ?_
  rw [← hH.apply j.1 i.1, Complex.star_def, Complex.mul_conj, Complex.normSq_eq_norm_sq]

/-- For a Hermitian idempotent `n` and positive `U_I`, the onsite correction vanishes exactly
when no matrix element of `n` connects different sites. -/
theorem onsitePenalty_eq_zero_iff (s : ι → σ) {U : σ → ℝ} (hU : ∀ I, 0 < U I)
    {n : Matrix ι ι ℂ} (hH : n.IsHermitian) (hn : n * n = n) :
    onsitePenalty s U n = 0 ↔ ∀ i j, s i ≠ s j → n i j = 0 := by
  have key : onsitePenalty s U n
      = ((∑ I, ∑ J ∈ Finset.univ.erase I, U I / 2 * bondWeight s n I J : ℝ) : ℂ) := by
    rw [onsitePenalty_eq_bonds s U hn]
    simp only [bond_eq_weight s hH]
    push_cast
    rfl
  have hw : ∀ I J, 0 ≤ bondWeight s n I J := fun I J =>
    Finset.sum_nonneg fun i _ => Finset.sum_nonneg fun j _ => sq_nonneg _
  have ht : ∀ I J, 0 ≤ U I / 2 * bondWeight s n I J := fun I J =>
    mul_nonneg (half_pos (hU I)).le (hw I J)
  rw [key, Complex.ofReal_eq_zero]
  constructor
  · intro h i j hij
    -- a vanishing sum of non-negative terms vanishes term by term
    have h1 := (Finset.sum_eq_zero_iff_of_nonneg
      (fun I _ => Finset.sum_nonneg fun J _ => ht I J)).1 h (s i) (Finset.mem_univ _)
    have h2 := (Finset.sum_eq_zero_iff_of_nonneg (fun J _ => ht (s i) J)).1 h1 (s j)
      (Finset.mem_erase.2 ⟨hij.symm, Finset.mem_univ _⟩)
    have h3 : bondWeight s n (s i) (s j) = 0 :=
      (mul_eq_zero.1 h2).resolve_left (half_pos (hU (s i))).ne'
    unfold bondWeight at h3
    have h4 := (Finset.sum_eq_zero_iff_of_nonneg
      (fun a _ => Finset.sum_nonneg fun b _ => sq_nonneg _)).1 h3 ⟨i, rfl⟩ (Finset.mem_univ _)
    have h5 := (Finset.sum_eq_zero_iff_of_nonneg
      (fun b _ => sq_nonneg _)).1 h4 ⟨j, rfl⟩ (Finset.mem_univ _)
    exact norm_eq_zero.1 (pow_eq_zero_iff two_ne_zero |>.1 h5)
  · intro h
    refine Finset.sum_eq_zero fun I _ => Finset.sum_eq_zero fun J hJ => ?_
    have h0 : bondWeight s n I J = 0 := by
      refine Finset.sum_eq_zero fun i _ => Finset.sum_eq_zero fun j _ => ?_
      have hij : s i.1 ≠ s j.1 := by
        rw [i.2, j.2]
        exact (Finset.ne_of_mem_erase hJ).symm
      rw [h i.1 j.1 hij, norm_zero, zero_pow two_ne_zero]
    rw [h0, mul_zero]

/-- The density matrix of the bonding orbital of a two-site dimer: all entries are `1/2`. -/
def bondingDimer : Matrix (Fin 2) (Fin 2) ℂ := Matrix.of fun _ _ => 1 / 2

/-- The bonding dimer with one orbital per site is Hermitian and idempotent, and its total
correction is `(U - V)/4`. -/
theorem bondingDimer_total (U V : ℝ) :
    bondingDimer.IsHermitian ∧ bondingDimer * bondingDimer = bondingDimer ∧
    onsitePenalty id (fun _ => U) bondingDimer + intersiteTerm id (fun _ _ => V) bondingDimer
      = ((U : ℂ) - V) / 4 := by
  have hn : bondingDimer * bondingDimer = bondingDimer := by
    ext i j
    simp only [bondingDimer, Matrix.mul_apply, Matrix.of_apply, Fin.sum_univ_two]
    norm_num
  refine ⟨?_, hn, ?_⟩
  · ext i j
    simp [bondingDimer, Matrix.conjTranspose_apply]
  · have hc : ∀ I : Fin 2, Fintype.card {i : Fin 2 // id i = I} = 1 := by decide
    have he : ∀ I : Fin 2, (Finset.univ.erase I).card = 1 := by decide
    -- each bond term is a single product of two entries
    have hb : ∀ I J : Fin 2, bond id bondingDimer I J = 1 / 4 := by
      intro I J
      simp only [bond, block, bondingDimer, Matrix.trace, Matrix.diag_apply, Matrix.mul_apply,
        Matrix.submatrix_apply, Matrix.of_apply, Finset.sum_const, Finset.card_univ, hc]
      norm_num
    rw [total_eq_bonds id _ _ hn]
    simp only [hb, Finset.sum_const, he, Finset.card_univ, Fintype.card_fin, nsmul_eq_mul]
    push_cast
    ring

end

end IntersiteBondPenalty
```

```lean
#print axioms IntersiteBondPenalty.uniform_cancellation
#print axioms IntersiteBondPenalty.onsitePenalty_eq_zero_iff
#print axioms IntersiteBondPenalty.bondingDimer_total
```

```
'IntersiteBondPenalty.uniform_cancellation' depends on axioms: [propext, Classical.choice, Quot.sound]
'IntersiteBondPenalty.onsitePenalty_eq_zero_iff' depends on axioms: [propext, Classical.choice, Quot.sound]
'IntersiteBondPenalty.bondingDimer_total' depends on axioms: [propext, Classical.choice, Quot.sound]
```

## From block multiplication to the cancellation

`block_mul` is the sum over intermediate sites. Entry by entry, the matrix product is a sum over all orbitals \(j\), and `Fintype.sum_fiberwise` groups these orbitals by site.

`site_penalty_eq_bonds` applies this to \(n^2=n\). The rewrite with `Finset.add_sum_erase` separates the term \(J=I\), `sub_eq_iff_eq_add'` accounts for moving \(n_{II}^2\) to the other side, and `Matrix.trace_sum` takes the trace through the sum. `onsitePenalty_eq_bonds` then multiplies by \(U_I/2\) and sums over sites, and `total_eq_bonds` merges the two corrections into the coefficients \((U_I-V_{IJ})/2\).

The pairing of \((I,J)\) with \((J,I)\) is done by `pair_sum_eq_zero`, for any function \(f\) of two sites with \(f_{IJ}+f_{JI}=0\) whenever \(I\neq J\). Exchanging the names of the sites leaves the double sum unchanged (`hswap`), while the sum and its exchanged copy add up to zero (`hsum`). Hence twice the sum is zero. In `intersite_cancels_onsite`, the condition on \(f\) follows from the hypothesis on \(V\) and from the cyclicity of the trace, `Matrix.trace_mul_comm`. The final `linear_combination` is the algebra of the paired coefficient above.

`bond_eq_weight` replaces \(n_{ji}\) by \(n_{ij}^*\) and so turns each product into a squared modulus. With its help, `onsitePenalty_eq_zero_iff` first writes the penalty as a real sum of non-negative terms (`key`). If that sum is zero, `Finset.sum_eq_zero_iff_of_nonneg` is applied four times, to the two site sums and then to the two orbital sums, until a single \(|n_{ij}|^2=0\) remains. In the other direction, every bond weight between distinct sites is zero, and so is the penalty.

For the dimer, `bondingDimer_total` checks Hermiticity and idempotency entry by entry, finds that each bond term is \(1/4\), and inserts this value into `total_eq_bonds`. The site map is `id`, which puts one orbital on each site.
